# McWeeny purification: an occupation starting at 1/2 + d, with 0 < d ≤ 1/2, exceeds 1/2 by at most (3/2)^n d after n steps

The file treats McWeeny purification as the scalar map x ↦ 3x² − 2x³ acting on a single real occupation number, and `occ x0 n` is its n-th iterate from `x0`; no matrices or Hamiltonian appear. The theorem `offset_le` states that for 0 < d ≤ 1/2 and every natural n, the iterate started at 1/2 + d exceeds 1/2 by at most (3/2)^n d, an upper bound on how fast the occupation moves away from 1/2. The proof is by induction on n. In the step, `step_offset` writes the new offset as the old offset times 3/2 − 2(x − 1/2)², and `occ_mem` makes the old offset positive, so the subtracted cubic term is nonnegative. The attempt then rewrites with `pow_succ`, aiming at (3/2)^(k+1), and closes with `nlinarith`.

Lean 4 with Mathlib refuses this proof:

```lean
import Mathlib

open Real

namespace McWeenyGapOpening

noncomputable section

/-- The McWeeny purification map acting on a single occupation number. -/
def mcweeny (x : ℝ) : ℝ := 3 * x ^ 2 - 2 * x ^ 3

/-- The occupation number after `n` McWeeny steps started from `x0`. -/
def occ (x0 : ℝ) (n : ℕ) : ℝ := mcweeny^[n] x0

/-- One step multiplies the offset of the occupation from 1/2 by `3/2 - 2 (x - 1/2)²`. -/
theorem step_offset (x : ℝ) :
    mcweeny x - 1 / 2 = (x - 1 / 2) * (3 / 2 - 2 * (x - 1 / 2) ^ 2) := by
  unfold mcweeny
  ring

/-- An occupation in `(1/2, 1]` is not lowered by a McWeeny step and does not exceed 1
after it. -/
theorem step_mono {x : ℝ} (h0 : 1 / 2 < x) (h1 : x ≤ 1) : x ≤ mcweeny x ∧ mcweeny x ≤ 1 := by
  have a : 0 ≤ x * (2 * x - 1) * (1 - x) :=
    mul_nonneg (mul_nonneg (by linarith) (by linarith)) (by linarith)
  have b : 0 ≤ (1 - x) ^ 2 * (1 + 2 * x) := mul_nonneg (sq_nonneg _) (by linarith)
  unfold mcweeny
  constructor
  · nlinarith [a]
  · nlinarith [b]

/-- Starting from `1/2 + d` with `0 < d ≤ 1/2`, every iterate lies in `(1/2, 1]`. -/
theorem occ_mem {d : ℝ} (h0 : 0 < d) (h1 : d ≤ 1 / 2) (n : ℕ) :
    1 / 2 < occ (1 / 2 + d) n ∧ occ (1 / 2 + d) n ≤ 1 := by
  unfold occ
  induction n with
  | zero =>
    rw [Function.iterate_zero_apply]
    constructor <;> linarith
  | succ k ih =>
    rw [Function.iterate_succ_apply']
    obtain ⟨a, b⟩ := step_mono ih.1 ih.2
    exact ⟨lt_of_lt_of_le ih.1 a, b⟩

/-- Starting from `1/2 + d` with `0 < d ≤ 1/2`, the offset from 1/2 after `n` steps is at
most `(3/2)^n d`. -/
theorem offset_le {d : ℝ} (h0 : 0 < d) (h1 : d ≤ 1 / 2) (n : ℕ) :
    occ (1 / 2 + d) n - 1 / 2 ≤ (3 / 2 : ℝ) ^ n * d := by
  induction n with
  | zero =>
    unfold occ
    rw [Function.iterate_zero_apply, pow_zero]
    linarith
  | succ k ih =>
    have hs : occ (1 / 2 + d) (k + 1) = mcweeny (occ (1 / 2 + d) k) :=
      Function.iterate_succ_apply' _ _ _
    have m0 := (occ_mem h0 h1 k).1
    rw [hs, step_offset, pow_succ]
    generalize occ (1 / 2 + d) k = x at *
    have he : 0 < x - 1 / 2 := by linarith
    have hc : 0 ≤ (x - 1 / 2) * (x - 1 / 2) ^ 2 := mul_nonneg he.le (sq_nonneg _)
    nlinarith [hc, ih]

end

end McWeenyGapOpening
```

Lean reports:

```
Main.lean:62:4: error: linarith failed to find a contradiction
case succ
d : ℝ
h0 : 0 < d
h1 : d ≤ 1 / 2
k : ℕ
x : ℝ
ih : x - 1 / 2 ≤ (3 / 2) ^ k * d
hs : occ (1 / 2 + d) (k + 1) = mcweeny x
m0 : 1 / 2 < x
he : 0 < x - 1 / 2
hc : 0 ≤ (x - 1 / 2) * (x - 1 / 2) ^ 2
a✝ : (3 / 2) ^ (k + 1) * d < (x - 1 / 2) * (3 / 2 - 2 * ((x - 1 / 2) ^ 1 * (x - 1 / 2)))
⊢ False
failed
```

Cause. The message comes from the closing `nlinarith`, which reports through `linarith`; `a✝` is the negated goal. It shows that `pow_succ` hit the wrong power. `rw` instantiates the pattern `?a ^ (?n + 1)` at its first match, and after `step_offset` that match was the square on the left side, the literal `2` unifying with `1 + 1`. So the square became `(x - 1 / 2) ^ 1 * (x - 1 / 2)`, harmless in itself, while `(3 / 2) ^ (k + 1)` stayed untouched. The hypothesis `ih` mentions `(3 / 2) ^ k`. With non-numeral exponents, the two powers are unrelated atoms for `linarith`'s arithmetic, so `ih` gave no bound against the right side.

The repair proves `hp` by `ring`, which does handle the exponent `k + 1`, and rewrites with it in place of `pow_succ`. Its left side `(3 / 2) ^ (k + 1) * d` matches only the intended term, turning it into `3 / 2 * ((3 / 2) ^ k * d)`. The goal then follows from 3/2 times `ih` plus 2 times `hc`, and the unchanged `nlinarith` call closes it.

This version goes through:

```diff
@@ -56,5 +56,6 @@
       Function.iterate_succ_apply' _ _ _
     have m0 := (occ_mem h0 h1 k).1
-    rw [hs, step_offset, pow_succ]
+    have hp : (3 / 2 : ℝ) ^ (k + 1) * d = 3 / 2 * ((3 / 2) ^ k * d) := by ring
+    rw [hs, step_offset, hp]
     generalize occ (1 / 2 + d) k = x at *
     have he : 0 < x - 1 / 2 := by linarith
```
